# Joint concavity of the downfolded matrix when the eliminated block is positive definite

For complex blocks $A$, $B$, $D$, with $A$ acting on the retained space, $D$ on the eliminated space and $B$ coupling them, the downfolded matrix is $S(A,B,D)=A-BD^{-1}B^\dagger$ and the response matrix is $R=D^{-1}B^\dagger$. The weights $a,b\ge 0$ are real with $a+b=1$, and one matrix is at least another when their difference is positive semidefinite.

```lean
import Mathlib

open Matrix
open scoped ComplexOrder

namespace DownfoldingConcavity

noncomputable section

variable {m n : Type*} [Fintype n] [DecidableEq n]

/-- The downfolded matrix `A - B D⁻¹ Bᴴ` on the retained space. -/
def downfold (A : Matrix m m ℂ) (B : Matrix m n ℂ) (D : Matrix n n ℂ) : Matrix m m ℂ :=
  A - B * D⁻¹ * Bᴴ

/-- The response matrix `D⁻¹ Bᴴ` of the eliminated space to the retained one. -/
def response (B : Matrix m n ℂ) (D : Matrix n n ℂ) : Matrix n m ℂ :=
  D⁻¹ * Bᴴ

/-- The block matrix `[[A, B], [Bᴴ, D]]` compressed to the states `(x, -X x)`. -/
def trial (A : Matrix m m ℂ) (B : Matrix m n ℂ) (D : Matrix n n ℂ)
    (X : Matrix n m ℂ) : Matrix m m ℂ :=
  A - B * X - Xᴴ * Bᴴ + Xᴴ * D * X

/-- The quadratic cost, measured by `D`, of using the amplitudes `X` in place of the response. -/
def penalty (B : Matrix m n ℂ) (D : Matrix n n ℂ) (X : Matrix n m ℂ) : Matrix m m ℂ :=
  (X - response B D)ᴴ * D * (X - response B D)

/-- Completing the square for positive definite `D`: the trial matrix is the downfolded matrix plus
the penalty. -/
theorem trial_eq_downfold_add_penalty (A : Matrix m m ℂ) (B : Matrix m n ℂ)
    {D : Matrix n n ℂ} (hD : D.PosDef) (X : Matrix n m ℂ) :
    trial A B D X = downfold A B D + penalty B D X := by
  have hu : IsUnit D.det := (Matrix.isUnit_iff_isUnit_det D).1 hD.isUnit
  have h3 : (D⁻¹)ᴴ = D⁻¹ := by
    rw [Matrix.conjTranspose_nonsing_inv, hD.isHermitian.eq]
  have hl : (X - D⁻¹ * Bᴴ)ᴴ = Xᴴ - B * D⁻¹ := by
    rw [Matrix.conjTranspose_sub, Matrix.conjTranspose_mul,
      Matrix.conjTranspose_conjTranspose, h3]
  have hr : D * (D⁻¹ * Bᴴ) = Bᴴ := by
    rw [← Matrix.mul_assoc, Matrix.mul_nonsing_inv D hu, Matrix.one_mul]
  have hm : B * D⁻¹ * D = B := by
    rw [Matrix.mul_assoc, Matrix.nonsing_inv_mul D hu, Matrix.mul_one]
  unfold trial downfold penalty response
  -- expand the square; the cross terms reduce to the couplings
  rw [hl, Matrix.sub_mul, hm, Matrix.mul_sub, Matrix.sub_mul, Matrix.sub_mul,
    Matrix.mul_assoc Xᴴ D (D⁻¹ * Bᴴ), hr, ← Matrix.mul_assoc B D⁻¹ Bᴴ]
  abel

omit [DecidableEq n] in
/-- At fixed amplitudes `X` the trial matrix is real-linear in the blocks. -/
theorem trial_mix (a b : ℝ) (A₀ A₁ : Matrix m m ℂ) (B₀ B₁ : Matrix m n ℂ)
    (D₀ D₁ : Matrix n n ℂ) (X : Matrix n m ℂ) :
    trial (a • A₀ + b • A₁) (a • B₀ + b • B₁) (a • D₀ + b • D₁) X
      = a • trial A₀ B₀ D₀ X + b • trial A₁ B₁ D₁ X := by
  simp only [trial, Matrix.conjTranspose_add, Matrix.conjTranspose_smul, star_trivial,
    Matrix.add_mul, Matrix.mul_add, Matrix.smul_mul, Matrix.mul_smul]
  module

omit [Fintype n] [DecidableEq n] in
/-- A convex combination of two positive definite blocks is positive definite. -/
theorem posDef_mix {a b : ℝ} (ha : 0 ≤ a) (hb : 0 ≤ b) (hab : a + b = 1)
    {D₀ D₁ : Matrix n n ℂ} (h₀ : D₀.PosDef) (h₁ : D₁.PosDef) :
    (a • D₀ + b • D₁).PosDef := by
  rcases ha.eq_or_lt with h | h
  · have hb1 : b = 1 := by linarith
    rw [← h, hb1, zero_smul, one_smul, zero_add]
    exact h₁
  · exact (h₀.smul h).add_posSemidef (h₁.posSemidef.smul hb)

/-- For positive definite eliminated blocks, the concavity gap of downfolding is the weighted sum of
the penalties that the two systems pay for using the response of the mixed system. -/
theorem downfold_gap {a b : ℝ} (ha : 0 ≤ a) (hb : 0 ≤ b) (hab : a + b = 1)
    (A₀ A₁ : Matrix m m ℂ) (B₀ B₁ : Matrix m n ℂ) {D₀ D₁ : Matrix n n ℂ}
    (h₀ : D₀.PosDef) (h₁ : D₁.PosDef) :
    downfold (a • A₀ + b • A₁) (a • B₀ + b • B₁) (a • D₀ + b • D₁)
        - (a • downfold A₀ B₀ D₀ + b • downfold A₁ B₁ D₁)
      = a • penalty B₀ D₀ (response (a • B₀ + b • B₁) (a • D₀ + b • D₁))
        + b • penalty B₁ D₁ (response (a • B₀ + b • B₁) (a • D₀ + b • D₁)) := by
  have key := trial_eq_downfold_add_penalty (a • A₀ + b • A₁) (a • B₀ + b • B₁)
    (posDef_mix ha hb hab h₀ h₁) (response (a • B₀ + b • B₁) (a • D₀ + b • D₁))
  -- the mixed system pays no penalty for its own response
  have hz : penalty (a • B₀ + b • B₁) (a • D₀ + b • D₁)
      (response (a • B₀ + b • B₁) (a • D₀ + b • D₁)) = 0 := by
    rw [penalty, sub_self, Matrix.mul_zero]
  rw [hz, add_zero, trial_mix, trial_eq_downfold_add_penalty A₀ B₀ h₀,
    trial_eq_downfold_add_penalty A₁ B₁ h₁] at key
  rw [← key]
  module

/-- Joint concavity of downfolding for positive definite eliminated blocks: the downfolded matrix of
a convex combination of blocks, minus the same combination of downfolded matrices, is positive
semidefinite. -/
theorem downfold_jointly_concave [Fintype m] {a b : ℝ} (ha : 0 ≤ a) (hb : 0 ≤ b) (hab : a + b = 1)
    (A₀ A₁ : Matrix m m ℂ) (B₀ B₁ : Matrix m n ℂ) {D₀ D₁ : Matrix n n ℂ}
    (h₀ : D₀.PosDef) (h₁ : D₁.PosDef) :
    (downfold (a • A₀ + b • A₁) (a • B₀ + b • B₁) (a • D₀ + b • D₁)
      - (a • downfold A₀ B₀ D₀ + b • downfold A₁ B₁ D₁)).PosSemidef := by
  rw [downfold_gap ha hb hab A₀ A₁ B₀ B₁ h₀ h₁]
  exact ((h₀.posSemidef.conjTranspose_mul_mul_same _).smul ha).add
    ((h₁.posSemidef.conjTranspose_mul_mul_same _).smul hb)

omit [DecidableEq n] in
/-- If two quadratic costs, each measured by a positive definite matrix, add up to zero with
positive weights, the first amplitude matrix vanishes. -/
theorem amplitude_eq_zero [Fintype m] {a b : ℝ} (ha : 0 < a) (hb : 0 < b) {D₀ D₁ : Matrix n n ℂ}
    (h₀ : D₀.PosDef) (h₁ : D₁.PosDef) {Y₀ Y₁ : Matrix n m ℂ}
    (h : a • (Y₀ᴴ * D₀ * Y₀) + b • (Y₁ᴴ * D₁ * Y₁) = 0) : Y₀ = 0 := by
  classical
  have form : ∀ (D : Matrix n n ℂ) (Y : Matrix n m ℂ) (x : m → ℂ),
      star x ⬝ᵥ ((Yᴴ * D * Y) *ᵥ x) = star (Y *ᵥ x) ⬝ᵥ (D *ᵥ (Y *ᵥ x)) := by
    intro D Y x
    rw [← Matrix.mulVec_mulVec, ← Matrix.mulVec_mulVec,
      Matrix.dotProduct_mulVec (star x) Yᴴ, Matrix.star_mulVec]
  have hv : ∀ x : m → ℂ, Y₀ *ᵥ x = 0 := by
    intro x
    by_contra hx
    -- a nonzero amplitude would cost a strictly positive energy
    have p₀ := (Complex.lt_def.1 (h₀.dotProduct_mulVec_pos hx)).1
    have p₁ := (Complex.le_def.1 (h₁.posSemidef.dotProduct_mulVec_nonneg (Y₁ *ᵥ x))).1
    have e := congrArg (fun M : Matrix m m ℂ => (star x ⬝ᵥ (M *ᵥ x)).re) h
    simp only [Matrix.add_mulVec, Matrix.smul_mulVec, dotProduct_add, dotProduct_smul, form,
      Complex.add_re, Complex.smul_re, smul_eq_mul, Matrix.zero_mulVec, dotProduct_zero,
      Complex.zero_re] at e
    rw [Complex.zero_re] at p₀ p₁
    have q₀ := mul_pos ha p₀
    have q₁ := mul_nonneg hb.le p₁
    linarith
  ext i j
  have hij := congrFun (hv (Pi.single j 1)) i
  simpa using hij

/-- For strictly positive weights and positive definite eliminated blocks, the concavity gap
vanishes exactly when the two systems have the same response matrix. -/
theorem downfold_mix_eq_iff [Fintype m] {a b : ℝ} (ha : 0 < a) (hb : 0 < b) (hab : a + b = 1)
    (A₀ A₁ : Matrix m m ℂ) (B₀ B₁ : Matrix m n ℂ) {D₀ D₁ : Matrix n n ℂ}
    (h₀ : D₀.PosDef) (h₁ : D₁.PosDef) :
    downfold (a • A₀ + b • A₁) (a • B₀ + b • B₁) (a • D₀ + b • D₁)
        = a • downfold A₀ B₀ D₀ + b • downfold A₁ B₁ D₁
      ↔ response B₀ D₀ = response B₁ D₁ := by
  rw [← sub_eq_zero, downfold_gap ha.le hb.le hab A₀ A₁ B₀ B₁ h₀ h₁]
  constructor
  · intro h
    have e₀ := amplitude_eq_zero ha hb h₀ h₁ h
    have e₁ := amplitude_eq_zero hb ha h₁ h₀ ((add_comm _ _).trans h)
    exact (sub_eq_zero.1 e₀).symm.trans (sub_eq_zero.1 e₁)
  · intro h
    have back : ∀ (B : Matrix m n ℂ) {D : Matrix n n ℂ}, D.PosDef →
        D * response B D = Bᴴ := by
      intro B D hD
      rw [response, ← Matrix.mul_assoc,
        Matrix.mul_nonsing_inv D ((Matrix.isUnit_iff_isUnit_det D).1 hD.isUnit), Matrix.one_mul]
    have hu := (Matrix.isUnit_iff_isUnit_det _).1 (posDef_mix ha.le hb.le hab h₀ h₁).isUnit
    -- a common response is also the response of the mixture
    have hX : response (a • B₀ + b • B₁) (a • D₀ + b • D₁) = response B₁ D₁ := by
      have hB : (a • B₀ + b • B₁)ᴴ = (a • D₀ + b • D₁) * response B₁ D₁ := by
        rw [Matrix.conjTranspose_add, Matrix.conjTranspose_smul, Matrix.conjTranspose_smul,
          star_trivial, star_trivial, ← back B₀ h₀, ← back B₁ h₁, h, Matrix.add_mul,
          Matrix.smul_mul, Matrix.smul_mul]
      rw [response, hB, ← Matrix.mul_assoc, Matrix.nonsing_inv_mul _ hu, Matrix.one_mul]
    rw [hX, penalty, penalty, h, sub_self, Matrix.mul_zero, Matrix.mul_zero, smul_zero,
      smul_zero, add_zero]

/-- With the eliminated level at `D = -1` and couplings `1` and `-1`, the equal-weight concavity
gap is not positive semidefinite. -/
theorem concavity_fails_for_negative_block :
    ¬ (downfold ((1 / 2 : ℝ) • (0 : Matrix (Fin 1) (Fin 1) ℂ) + (1 / 2 : ℝ) • 0)
        ((1 / 2 : ℝ) • (1 : Matrix (Fin 1) (Fin 1) ℂ) + (1 / 2 : ℝ) • (-1))
        ((1 / 2 : ℝ) • (-1 : Matrix (Fin 1) (Fin 1) ℂ) + (1 / 2 : ℝ) • (-1))
      - ((1 / 2 : ℝ) • downfold (m := Fin 1) (n := Fin 1) 0 1 (-1)
        + (1 / 2 : ℝ) • downfold (m := Fin 1) (n := Fin 1) 0 (-1) (-1))).PosSemidef := by
  intro h
  have hinv : (-1 : Matrix (Fin 1) (Fin 1) ℂ)⁻¹ = -1 := Matrix.inv_eq_right_inv (by simp)
  have d₀ : downfold (m := Fin 1) (n := Fin 1) 0 1 (-1) = 1 := by
    simp [downfold, hinv]
  have d₁ : downfold (m := Fin 1) (n := Fin 1) 0 (-1) (-1) = 1 := by
    simp [downfold, hinv]
  have hB : (1 / 2 : ℝ) • (1 : Matrix (Fin 1) (Fin 1) ℂ) + (1 / 2 : ℝ) • (-1) = 0 := by
    rw [smul_neg, add_neg_cancel]
  have e : (1 / 2 : ℝ) • (1 : Matrix (Fin 1) (Fin 1) ℂ) + (1 / 2 : ℝ) • 1 = 1 := by
    rw [← add_smul]
    norm_num
  -- the couplings cancel in the mixture, leaving a gap of -1
  rw [d₀, d₁, hB, e, downfold, Matrix.zero_mul, Matrix.zero_mul, smul_zero, add_zero,
    sub_zero] at h
  have h1 := (Complex.le_def.1 (h.diag_nonneg (i := 0))).1
  norm_num [Matrix.sub_apply] at h1

end

end DownfoldingConcavity
```

```lean
#print axioms DownfoldingConcavity.downfold_jointly_concave
#print axioms DownfoldingConcavity.downfold_mix_eq_iff
#print axioms DownfoldingConcavity.concavity_fails_for_negative_block
```

```
'DownfoldingConcavity.downfold_jointly_concave' depends on axioms: [propext, Classical.choice, Quot.sound]
'DownfoldingConcavity.downfold_mix_eq_iff' depends on axioms: [propext, Classical.choice, Quot.sound]
'DownfoldingConcavity.concavity_fails_for_negative_block' depends on axioms: [propext, Classical.choice, Quot.sound]
```

## Mixing two systems at a fixed energy

The theorem `downfold_jointly_concave` takes two systems, $(A_0,B_0,D_0)$ and $(A_1,B_1,D_1)$, with $D_0$ and $D_1$ positive definite. All three blocks are mixed with the same weights, and the downfolded matrix of the mixture is at least the mixture of the downfolded matrices.

In Lean, the index types `m` and `n` label retained and eliminated basis states; both are finite in this theorem. The functions `downfold` and `response` are $S$ and $R$, and `ᴴ` is the conjugate transpose. `PosDef` includes Hermiticity. The blocks $A_0$ and $A_1$ need not be Hermitian, because they cancel from the difference; in the physical case they are.

The energy zero is the reference energy. The basis is taken to be orthonormal. For a Hamiltonian partitioned at energy $E$, one then subtracts $E$ from both diagonal blocks, and positive definiteness of $D$ then says that $E$ lies below the whole spectrum of the eliminated block. For finite matrix models in electronic structure, at one fixed $E$ below the spectra of both eliminated blocks, averaging two downfolded Hamiltonians therefore gives a lower bound on the downfolded Hamiltonian of the averaged model. A self-consistent choice of $E$ is not covered.

## Completing the square

Let the eliminated amplitudes be $-Xx$ when the retained ones are $x$. The quadratic form of the full block matrix in the state $(x,-Xx)$ is $x^\dagger T(X)x$, where `trial` is

$$T(X)=A-BX-X^\dagger B^\dagger+X^\dagger DX.$$

These states are not normalised; for $x\ne0$ the energy expectation value is $x^\dagger T(X)x/(x^\dagger x+x^\dagger X^\dagger Xx)$.

Since $DR=B^\dagger$ and $R^\dagger D=B$, the matrix called `penalty` expands as

$$P(X)=(X-R)^\dagger D(X-R)=X^\dagger DX-X^\dagger B^\dagger-BX+BD^{-1}B^\dagger,$$

and hence $T(X)=S+P(X)$. This is `trial_eq_downfold_add_penalty`: its auxiliary equalities supply the two cancellations of $D$ with its inverse, and `abel` collects the terms.

## The gap as a sum of two penalties

At fixed $X$, $T(X)$ is linear in the blocks over the real numbers, which is `trial_mix`. Write $\bar S$ and $\bar R$ for the downfolded and response matrices of the mixture. Its eliminated block $aD_0+bD_1$ is positive definite by `posDef_mix`: if $a=0$ it equals $D_1$, and otherwise it is a positive definite matrix plus a positive semidefinite one.

Now set $X=\bar R$. The mixture pays no penalty for its own response, so

$$\bar S=aT_0(\bar R)+bT_1(\bar R)=aS_0+bS_1+aP_0(\bar R)+bP_1(\bar R).$$

This is `downfold_gap`. With $Y_i=\bar R-R_i$, each penalty satisfies $x^\dagger P_i(\bar R)x=(Y_ix)^\dagger D_i(Y_ix)\ge0$. The main theorem rewrites the gap in this form and adds the two positive semidefinite terms.

## Equality means equal responses

For $a,b>0$, `downfold_mix_eq_iff` states that the gap vanishes exactly when $R_0=R_1$.

If the gap is zero, then for every $x$ two nonnegative numbers with positive weights sum to zero. Positive definiteness of $D_0$ forces $Y_0x=0$, and taking basis vectors for $x$ gives $Y_0=0$. This is `amplitude_eq_zero`; applying it again with the systems exchanged gives $Y_1=0$, so $R_0=\bar R=R_1$.

Conversely, if both responses equal $R$, then

$$(aB_0+bB_1)^\dagger=aD_0R+bD_1R=(aD_0+bD_1)R.$$

Hence $\bar R=R$, and both penalties vanish.

## An eliminated level below the reference energy

The theorem `concavity_fails_for_negative_block` takes one retained and one eliminated level, with $A=0$, $D=-1$ and couplings $B=1$ and $B=-1$. Each system downfolds to $0-(1)(-1)(1)=1$ or $0-(-1)(-1)(-1)=1$. At equal weights the couplings cancel and the mixture downfolds to $0$, so the gap is $-1$. The proof computes these values and reads the contradiction from the single diagonal entry. Physically, a level below the reference energy pushes the retained level up, and the averaged coupling loses that push.
